# Gram-Schmidt on two independent real unit vectors: reversing the order acts as a reflection

## Two orderings, two orthonormal bases

Take two normalised basis functions u and v with non-zero overlap, for instance the 1s orbitals on the two atoms of a diatomic molecule, and orthogonalise them by Gram-Schmidt, dividing each vector by its positive norm. If one calculation lists u first and another lists v first, the two produce different orthonormal functions, so in general a state has different coefficients and an operator has different matrix elements (for real functions, exceptions are the state u + v, the state u − v up to an overall sign, and an operator symmetric under exchange of u and v). The matrix connecting the two bases lets one check coefficient by coefficient, up to an overall phase of the state, whether such a disagreement is harmless or an error. Guessing a rotation gives wrong signs, because for linearly independent u and v the connecting matrix has determinant −1. This matrix converts between the two Gram-Schmidt orders of a basis of exactly two functions.

## The two Gram-Schmidt pairs

Let u and v be unit vectors in a real or complex inner-product space, with overlap s = ⟨u|v⟩, so that ⟨v|u⟩ = s*, the complex conjugate. Unit norm says that the basis functions are normalised. The condition |s| < 1 says that they are linearly independent, since two unit vectors have |s| = 1 only when they differ by a phase. Define

    c = √(1 − |s|²) > 0,   so that   c² = 1 − s s*.

Starting from u, the remainder of v is v − s u, and its squared length is

    ‖v − s u‖² = 1 − 2 Re(s⟨v|u⟩) + |s|² = 1 − 2|s|² + |s|² = c².

The order (u, v) therefore gives a pair e₀, e₁. The order (v, u) has overlap s* and the same c, because |s*| = |s|, and gives a pair f₀, f₁:

    e₀ = u,   e₁ = (v − s u)/c
    f₀ = v,   f₁ = (u − s* v)/c

The first pair is orthonormal, since ⟨e₀|e₀⟩ = 1 and

    ⟨e₀|e₁⟩ = (s − s)/c = 0
    ⟨e₁|e₁⟩ = (1 − s s* − s* s + s* s)/c² = 1

Exchanging u with v and s with s* gives the same for the second pair.

## The cross-overlap matrix

Define Mᵢⱼ = ⟨eᵢ|fⱼ⟩ for i, j in {0, 1}. A scalar inside a bra comes out conjugated, and c is real:

    M₀₀ = ⟨u|v⟩ = s
    M₀₁ = ⟨u|u − s* v⟩/c = (1 − s* s)/c = c
    M₁₀ = ⟨v − s u|v⟩/c = (1 − s* s)/c = c
    M₁₁ = ⟨v − s u|u − s* v⟩/c² = (s* − s* − s* + s* s* s)/c² = −s*(1 − |s|²)/c² = −s*

With rows separated by a semicolon,

    M = (s, c; c, −s*).

The columns of M are the expansion coefficients, fⱼ = Σᵢ Mᵢⱼ eᵢ:

    s e₀ + c e₁ = s u + (v − s u) = v = f₀
    c e₀ − s* e₁ = [(c² + |s|²) u − s* v]/c = f₁

The determinant and the product with the conjugate transpose M† = (s*, c; c, −s) follow from c² + |s|² = 1:

    det M = −s s* − c² = −1
    M†M = (|s|² + c², s* c − c s*; c s − s c, c² + |s|²) = 1

If the two ordered pairs were equal, M would be the identity, whose determinant is +1, so they never are. If f₀ = e₁ and f₁ = e₀, then s = ⟨e₀|f₀⟩ = ⟨e₀|e₁⟩ = 0. Conversely, s = 0 gives c = 1, so the first pair is (u, v) and the second is (v, u).

## Real vectors and the mirror line

For a real space s* = s and M = (s, c; c, −s). It is symmetric, so M² = MᵀM = 1. Two eigenvectors are found by multiplying out with c² = 1 − s²:

    M (1+s, c) = (s + s² + c², c + cs − sc) = (1+s, c)
    M (1−s, −c) = (s − s² − c², c − cs + sc) = −(1−s, −c)

Their squared lengths are 2(1+s) and 2(1−s), both positive, so the normalised eigenvectors are (1+s, c)/√(2(1+s)) with eigenvalue +1 and (1−s, −c)/√(2(1−s)) with eigenvalue −1. Read as coefficients on e₀ and e₁, the unnormalised vectors are (1+s)u + (v − s u) = u + v and (1−s)u − (v − s u) = u − v. The mirror line thus lies along u + v, and the reflection exchanges u and v. The normalised state (u + v)/√(2(1+s)) has weight (1+s)/2 on the first orthogonalised function and (1−s)/2 on the second in either order, so the function listed first receives the larger weight when s > 0.

## Zero overlap, near dependence and a numerical pair

At s = 0 the matrix is (0, 1; 1, 0), the exchange of two labels, which still has determinant −1. As a real s approaches 1, c goes to zero and M approaches (1, 0; 0, −1): f₀ tends to e₀ while f₁ tends to −e₁. The smallest space that admits |s| < 1 is the plane. There u = (1, 0) and v = (3/5, 4/5) give s = 3/5, c = 4/5, the pairs e₀ = (1, 0), e₁ = (0, 1) and f₀ = (3/5, 4/5), f₁ = (4/5, −3/5), and M = (3/5, 4/5; 4/5, −3/5). The limit s → 1, the eigenvector norms, the identification with u ± v and the weights are comments added to the theorems and appear in none of their statements.

## The Lean objects and their physical reading

The scalar field `𝕜` with `RCLike 𝕜` is ℝ or ℂ, and `E` is any inner-product space over it, of finite or infinite dimension. Mathlib's `inner 𝕜 u v` is conjugate-linear in its first argument, as ⟨u|v⟩ is in Dirac notation, and `conj s` is s*. The hypotheses `hu`, `hv`, `hs` and `h1` state ‖u‖ = 1, ‖v‖ = 1, ⟨u|v⟩ = s and |s| < 1, with `‖s‖` the modulus. The function `normalise` divides a vector by its norm, and `gsPair 𝕜 a b` is the two-step procedure defined directly in the file, returning a pair indexed by `Fin 2`. Thus `gsPair 𝕜 u v` is (e₀, e₁) and `gsPair 𝕜 v u` is (f₀, f₁). Normalising by the positive norm fixes the phase of each output vector, and the signs in M depend on that convention. The matrix of overlaps is `crossOverlap`, the number c is `cOf s`, and (s, c; c, −s*) is `orderMatrix s`. At |s| = 1 the remainder is zero and `normalise` returns the zero vector (Lean sets 0⁻¹ = 0, and any scalar times the zero vector is zero), a case that `h1` excludes.

Over either field, `cross_overlap` states M = `orderMatrix s`, `gsPair_expansion` states fⱼ = Σᵢ Mᵢⱼ eᵢ, `orderMatrix_det_unitary` gives det M = −1 and M†M = 1, and `order_dependence` says that the ordered pairs always differ, and that one is the other with its two vectors swapped exactly when s = 0. The reflection is stated only for real spaces: `real_reflection` gives M = (s, c; c, −s), Mᵀ = M, M² = 1, det M = −1 and the two eigenvector equations in unnormalised form, and its hypothesis `hc` just names c = √(1 − s²). The theorems concern two normalised inputs in exact arithmetic. Longer lists of vectors and rounding error as c becomes small are not treated.

```lean
import Mathlib

open Matrix ComplexConjugate

namespace GramSchmidtOrder

noncomputable section

variable {𝕜 : Type*} [RCLike 𝕜] {E : Type*} [NormedAddCommGroup E] [InnerProductSpace 𝕜 E]

/-- The vector `x` divided by its norm. -/
def normalise (𝕜 : Type*) [RCLike 𝕜] {E : Type*} [NormedAddCommGroup E]
    [InnerProductSpace 𝕜 E] (x : E) : E := ((‖x‖⁻¹ : ℝ) : 𝕜) • x

/-- Gram-Schmidt on the ordered pair `(a, b)`: normalise `a`, remove its component from `b`,
and normalise the remainder. -/
def gsPair (𝕜 : Type*) [RCLike 𝕜] {E : Type*} [NormedAddCommGroup E]
    [InnerProductSpace 𝕜 E] (a b : E) : Fin 2 → E :=
  ![normalise 𝕜 a, normalise 𝕜 (b - inner 𝕜 (normalise 𝕜 a) b • normalise 𝕜 a)]

/-- The matrix of overlaps `⟨e_i|f_j⟩` between two pairs of vectors. -/
def crossOverlap (𝕜 : Type*) [RCLike 𝕜] {E : Type*} [NormedAddCommGroup E]
    [InnerProductSpace 𝕜 E] (e f : Fin 2 → E) : Matrix (Fin 2) (Fin 2) 𝕜 :=
  Matrix.of fun i j => inner 𝕜 (e i) (f j)

/-- The number `c = √(1 - |s|²)` for an overlap `s`. -/
def cOf (s : 𝕜) : ℝ := Real.sqrt (1 - ‖s‖ ^ 2)

/-- The matrix `[[s, c], [c, -s*]]` with `c = √(1 - |s|²)`. -/
def orderMatrix (s : 𝕜) : Matrix (Fin 2) (Fin 2) 𝕜 :=
  !![s, (cOf s : 𝕜); (cOf s : 𝕜), -conj s]

/-- For unit vectors with overlap `s`, the part of `v` orthogonal to `u` has length `c`. -/
theorem residual_norm {u v : E} {s : 𝕜} (hu : ‖u‖ = 1) (hv : ‖v‖ = 1)
    (hs : inner 𝕜 u v = s) : ‖v - s • u‖ = cOf s := by
  have hvu : inner 𝕜 v u = conj s := by rw [← hs, inner_conj_symm]
  have h : ‖v - s • u‖ ^ 2 = 1 - ‖s‖ ^ 2 := by
    rw [norm_sub_sq (𝕜 := 𝕜), inner_smul_right, hvu, RCLike.mul_conj, ← RCLike.ofReal_pow,
      RCLike.ofReal_re, norm_smul, hu, hv]
    ring
  rw [cOf, ← h, Real.sqrt_sq (norm_nonneg _)]

/-- For `|s| < 1` the number `c` is positive, `c⁻¹ c = 1` and `c² = 1 - s s*`. -/
theorem c_facts {s : 𝕜} (h1 : ‖s‖ < 1) :
    0 < cOf s ∧ (((cOf s)⁻¹ : ℝ) : 𝕜) * (cOf s : 𝕜) = 1 ∧
      (cOf s : 𝕜) ^ 2 = 1 - s * conj s := by
  have hpos : 0 < 1 - ‖s‖ ^ 2 := by nlinarith [norm_nonneg s]
  have hc : 0 < cOf s := Real.sqrt_pos.mpr hpos
  have h2 : cOf s ^ 2 = 1 - ‖s‖ ^ 2 := Real.sq_sqrt hpos.le
  refine ⟨hc, ?_, ?_⟩
  · rw [← RCLike.ofReal_mul, inv_mul_cancel₀ hc.ne', RCLike.ofReal_one]
  · rw [RCLike.mul_conj]
    exact_mod_cast h2

/-- For unit vectors with `|s| < 1`, `c > 0` and Gram-Schmidt on `(u, v)` returns
`u` and `(v - s u)/c`. -/
theorem gsPair_eq {u v : E} {s : 𝕜} (hu : ‖u‖ = 1) (hv : ‖v‖ = 1)
    (hs : inner 𝕜 u v = s) (h1 : ‖s‖ < 1) :
    0 < cOf s ∧ gsPair 𝕜 u v = ![u, (((cOf s)⁻¹ : ℝ) : 𝕜) • (v - s • u)] := by
  refine ⟨(c_facts h1).1, ?_⟩
  have hn : normalise 𝕜 u = u := by simp [normalise, hu]
  unfold gsPair
  rw [hn, hs, normalise, residual_norm hu hv hs]

/-- For unit vectors with overlap `s`, `|s| < 1`, the Gram-Schmidt pair is orthonormal: its overlap
matrix is the identity. -/
theorem gsPair_orthonormal {u v : E} {s : 𝕜} (hu : ‖u‖ = 1) (hv : ‖v‖ = 1)
    (hs : inner 𝕜 u v = s) (h1 : ‖s‖ < 1) :
    crossOverlap 𝕜 (gsPair 𝕜 u v) (gsPair 𝕜 u v) = 1 := by
  obtain ⟨-, hD, hC⟩ := c_facts h1
  have hvu : inner 𝕜 v u = conj s := by rw [← hs, inner_conj_symm]
  have huu : inner 𝕜 u u = 1 := by simp [inner_self_eq_norm_sq_to_K, hu]
  have hvv : inner 𝕜 v v = 1 := by simp [inner_self_eq_norm_sq_to_K, hv]
  rw [(gsPair_eq hu hv hs h1).2, one_fin_two]
  set D : 𝕜 := (((cOf s)⁻¹ : ℝ) : 𝕜)
  have hDc : conj D = D := RCLike.conj_ofReal _
  have h01 : inner 𝕜 u (D • (v - s • u)) = 0 := by
    simp only [inner_smul_right, inner_sub_right, huu, hs]; ring
  have h10 : inner 𝕜 (D • (v - s • u)) u = 0 := by
    simp only [inner_smul_left, inner_sub_left, huu, hvu]; ring
  have h11 : inner 𝕜 (D • (v - s • u)) (D • (v - s • u)) = 1 := by
    simp only [inner_smul_left, inner_smul_right, inner_sub_left, inner_sub_right,
      huu, hvv, hs, hvu, hDc]
    linear_combination (-D ^ 2) * hC + (D * (cOf s : 𝕜) + 1) * hD
  ext i j
  fin_cases i <;> fin_cases j
  exacts [huu, h01, h10, h11]

/-- For unit vectors with overlap `s`, `|s| < 1`, the Gram-Schmidt pairs of `(u, v)` and of
`(v, u)` have cross-overlap matrix `[[s, c], [c, -s*]]`. -/
theorem cross_overlap {u v : E} {s : 𝕜} (hu : ‖u‖ = 1) (hv : ‖v‖ = 1)
    (hs : inner 𝕜 u v = s) (h1 : ‖s‖ < 1) :
    crossOverlap 𝕜 (gsPair 𝕜 u v) (gsPair 𝕜 v u) = orderMatrix s := by
  obtain ⟨-, hD, hC⟩ := c_facts h1
  have hvu : inner 𝕜 v u = conj s := by rw [← hs, inner_conj_symm]
  have huu : inner 𝕜 u u = 1 := by simp [inner_self_eq_norm_sq_to_K, hu]
  have hvv : inner 𝕜 v v = 1 := by simp [inner_self_eq_norm_sq_to_K, hv]
  -- the reversed order has overlap s* and the same c
  have hcc : cOf (conj s) = cOf s := by simp [cOf]
  rw [(gsPair_eq hu hv hs h1).2, (gsPair_eq hv hu hvu (by simpa using h1)).2, hcc]
  set D : 𝕜 := (((cOf s)⁻¹ : ℝ) : 𝕜)
  have hDc : conj D = D := RCLike.conj_ofReal _
  have h01 : inner 𝕜 u (D • (u - conj s • v)) = (cOf s : 𝕜) := by
    simp only [inner_smul_right, inner_sub_right, huu, hs]
    linear_combination (cOf s : 𝕜) * hD - D * hC
  have h10 : inner 𝕜 (D • (v - s • u)) v = (cOf s : 𝕜) := by
    simp only [inner_smul_left, inner_sub_left, hvv, hs, hDc]
    linear_combination (cOf s : 𝕜) * hD - D * hC
  have h11 : inner 𝕜 (D • (v - s • u)) (D • (u - conj s • v)) = -conj s := by
    simp only [inner_smul_left, inner_smul_right, inner_sub_left, inner_sub_right,
      huu, hvv, hs, hvu, hDc]
    linear_combination conj s * D ^ 2 * hC - conj s * (D * (cOf s : 𝕜) + 1) * hD
  ext i j
  fin_cases i <;> fin_cases j
  exacts [hs, h01, h10, h11]

/-- For unit vectors with overlap `s`, `|s| < 1`, each vector of the `(v, u)` pair is the
combination of the `(u, v)` pair whose coefficients are a column of `[[s, c], [c, -s*]]`. -/
theorem gsPair_expansion {u v : E} {s : 𝕜} (hu : ‖u‖ = 1) (hv : ‖v‖ = 1)
    (hs : inner 𝕜 u v = s) (h1 : ‖s‖ < 1) (j : Fin 2) :
    gsPair 𝕜 v u j = ∑ i, orderMatrix s i j • gsPair 𝕜 u v i := by
  obtain ⟨-, hD, hC⟩ := c_facts h1
  have hvu : inner 𝕜 v u = conj s := by rw [← hs, inner_conj_symm]
  have hcc : cOf (conj s) = cOf s := by simp [cOf]
  rw [Fin.sum_univ_two, (gsPair_eq hu hv hs h1).2,
    (gsPair_eq hv hu hvu (by simpa using h1)).2, hcc]
  set D : 𝕜 := (((cOf s)⁻¹ : ℝ) : 𝕜)
  have h : D * (1 - s * conj s) = (cOf s : 𝕜) := by
    linear_combination (cOf s : 𝕜) * hD - D * hC
  fin_cases j
  · show v = s • u + (cOf s : 𝕜) • (D • (v - s • u))
    linear_combination (norm := module) hD • (s • u - v)
  · show D • (u - conj s • v) = (cOf s : 𝕜) • u + (-conj s) • (D • (v - s • u))
    linear_combination (norm := module) h • u

/-- For `|s| < 1` the matrix `[[s, c], [c, -s*]]` has determinant `-1` and is unitary. -/
theorem orderMatrix_det_unitary {s : 𝕜} (h1 : ‖s‖ < 1) :
    (orderMatrix s).det = -1 ∧ (orderMatrix s)ᴴ * orderMatrix s = 1 := by
  obtain ⟨-, -, hC⟩ := c_facts h1
  constructor
  · rw [orderMatrix, det_fin_two_of]
    linear_combination -hC
  · have hH : (orderMatrix s)ᴴ = !![conj s, (cOf s : 𝕜); (cOf s : 𝕜), -s] := by
      ext i j
      fin_cases i <;> fin_cases j <;> simp [orderMatrix]
    have e1 : conj s * s + (cOf s : 𝕜) * cOf s = 1 := by linear_combination hC
    have e2 : conj s * (cOf s : 𝕜) + (cOf s : 𝕜) * -conj s = 0 := by ring
    have e3 : (cOf s : 𝕜) * s + -s * (cOf s : 𝕜) = 0 := by ring
    have e4 : (cOf s : 𝕜) * cOf s + -s * -conj s = 1 := by linear_combination hC
    rw [hH, orderMatrix, mul_fin_two, one_fin_two, e1, e2, e3, e4]

/-- For real unit vectors with overlap `s`, `|s| < 1`, and `c = √(1 - s²)`, the cross-overlap matrix
is `[[s, c], [c, -s]]`, a reflection: symmetric, squaring to one, of determinant `-1`, fixing `(1+s,
c)` and negating `(1-s, -c)`. -/
theorem real_reflection {F : Type*} [NormedAddCommGroup F] [InnerProductSpace ℝ F]
    {u v : F} {s c : ℝ} (hu : ‖u‖ = 1) (hv : ‖v‖ = 1) (hs : inner ℝ u v = s)
    (h1 : |s| < 1) (hc : c = Real.sqrt (1 - s ^ 2)) :
    let M := crossOverlap ℝ (gsPair ℝ u v) (gsPair ℝ v u)
    M = !![s, c; c, -s] ∧ Mᵀ = M ∧ M * M = 1 ∧ M.det = -1 ∧
      M *ᵥ ![1 + s, c] = ![1 + s, c] ∧ M *ᵥ ![1 - s, -c] = -![1 - s, -c] := by
  intro M
  have hM : M = !![s, c; c, -s] := by
    rw [show M = orderMatrix s from cross_overlap hu hv hs (by simpa using h1), hc]
    ext i j
    fin_cases i <;> fin_cases j <;> simp [orderMatrix, cOf]
  have hcc : c * c = 1 - s ^ 2 := by
    rw [hc]
    exact Real.mul_self_sqrt (by nlinarith [abs_nonneg s, sq_abs s])
  refine ⟨hM, ?_, ?_, ?_, ?_, ?_⟩ <;> rw [hM]
  · ext i j
    fin_cases i <;> fin_cases j <;> rfl
  · ext i j
    fin_cases i <;> fin_cases j <;> simp [Matrix.mul_apply, Fin.sum_univ_two] <;> linarith
  · rw [det_fin_two_of]
    linarith
  · ext i
    fin_cases i <;> simp [mulVec, dotProduct, Fin.sum_univ_two] <;> linarith
  · ext i
    fin_cases i <;> simp [mulVec, dotProduct, Fin.sum_univ_two] <;> linarith

/-- For unit vectors with overlap `s`, `|s| < 1`, the two orders never give the same ordered pair,
and one pair is the other with its two vectors swapped exactly when the overlap vanishes. -/
theorem order_dependence {u v : E} {s : 𝕜} (hu : ‖u‖ = 1) (hv : ‖v‖ = 1)
    (hs : inner 𝕜 u v = s) (h1 : ‖s‖ < 1) :
    gsPair 𝕜 v u ≠ gsPair 𝕜 u v ∧
      (gsPair 𝕜 v u = ![gsPair 𝕜 u v 1, gsPair 𝕜 u v 0] ↔ s = 0) := by
  have hM := cross_overlap hu hv hs h1
  have hO := gsPair_orthonormal hu hv hs h1
  refine ⟨fun h => ?_, fun h => ?_, fun h => ?_⟩
  · -- equal pairs would have determinant +1
    have hd := (orderMatrix_det_unitary h1).1
    rw [← hM, h, hO, det_one] at hd
    norm_num at hd
  · have h0 : gsPair 𝕜 v u 0 = gsPair 𝕜 u v 1 := congrFun h 0
    have a : inner 𝕜 (gsPair 𝕜 u v 0) (gsPair 𝕜 v u 0) = s := congrFun (congrFun hM 0) 0
    have b : inner 𝕜 (gsPair 𝕜 u v 0) (gsPair 𝕜 u v 1) = 0 :=
      congrFun (congrFun (hO.trans one_fin_two) 0) 1
    rw [h0, b] at a
    exact a.symm
  · have hvu : inner 𝕜 v u = conj s := by rw [← hs, inner_conj_symm]
    rw [(gsPair_eq hu hv hs h1).2, (gsPair_eq hv hu hvu (by simpa using h1)).2, h]
    funext i
    fin_cases i <;> simp [cOf]

/-- The vector `(1, 0)` of the Euclidean plane. -/
def uEx : EuclideanSpace ℝ (Fin 2) := !₂[1, 0]

/-- The vector `(3/5, 4/5)` of the Euclidean plane. -/
def vEx : EuclideanSpace ℝ (Fin 2) := !₂[3 / 5, 4 / 5]

/-- The vectors `(1, 0)` and `(3/5, 4/5)` are unit vectors with overlap `3/5`, and their
cross-overlap matrix is `[[3/5, 4/5], [4/5, -3/5]]`. -/
theorem real_reflection_witness :
    ‖uEx‖ = 1 ∧ ‖vEx‖ = 1 ∧ inner ℝ uEx vEx = 3 / 5 ∧
      crossOverlap ℝ (gsPair ℝ uEx vEx) (gsPair ℝ vEx uEx) =
        !![3 / 5, 4 / 5; 4 / 5, -(3 / 5)] := by
  have hu : ‖uEx‖ = 1 := by
    rw [EuclideanSpace.norm_eq, Real.sqrt_eq_one]
    norm_num [uEx, Fin.sum_univ_two]
  have hv : ‖vEx‖ = 1 := by
    rw [EuclideanSpace.norm_eq, Real.sqrt_eq_one]
    norm_num [vEx, Fin.sum_univ_two]
  have hs : inner ℝ uEx vEx = 3 / 5 := by
    norm_num [uEx, vEx, PiLp.inner_apply, Fin.sum_univ_two]
  have hc : (4 / 5 : ℝ) = Real.sqrt (1 - (3 / 5) ^ 2) := by
    rw [show (1 : ℝ) - (3 / 5) ^ 2 = (4 / 5) ^ 2 by norm_num, Real.sqrt_sq (by norm_num)]
  exact ⟨hu, hv, hs, (real_reflection hu hv hs (by rw [abs_lt]; constructor <;> norm_num) hc).1⟩

end

end GramSchmidtOrder
```

```lean
#print axioms GramSchmidtOrder.gsPair_expansion
#print axioms GramSchmidtOrder.real_reflection
#print axioms GramSchmidtOrder.order_dependence
```

```
'GramSchmidtOrder.gsPair_expansion' depends on axioms: [propext, Classical.choice, Quot.sound]
'GramSchmidtOrder.real_reflection' depends on axioms: [propext, Classical.choice, Quot.sound]
'GramSchmidtOrder.order_dependence' depends on axioms: [propext, Classical.choice, Quot.sound]
```

## From the remainder length to the closed form

`residual_norm` expands ‖v − s u‖² with `norm_sub_sq`, replaces ⟨v|u⟩ by s* and s s* by |s|², and takes the square root; it does not need |s| < 1. `c_facts` supplies c > 0 and two identities in `𝕜`, later called `hD` (c⁻¹c = 1) and `hC` (c² = 1 − s s*). `gsPair_eq` uses that a unit vector is unchanged by `normalise` and inserts the remainder length, which yields (u, (v − s u)/c). Applied with u and v exchanged, and with `hcc` stating that s* has the same c, it also yields (f₀, f₁).

## Overlaps as polynomial identities

In `gsPair_orthonormal` and `cross_overlap` the symbol `D` stands for c⁻¹. The `simp only` calls expand each bracket by sesquilinearity, as in the entries computed above, leaving a polynomial equation in s, s*, c and D. Cancelling c² against 1 − s s* is done by `linear_combination`, which checks that the goal equals a stated combination of `hD` and `hC`. For M₀₁ the goal is D(1 − s* s) = c, and `(cOf s : 𝕜) * hD - D * hC` corresponds to

    c(Dc − 1) − D(c² − 1 + s s*) = D(1 − s s*) − c.

The entries `h01`, `h10` and `h11` carry the same indices as M. `gsPair_expansion` treats the two columns separately, with `(norm := module)` comparing the coefficients of u and v.

## Determinant, reflection and order

`orderMatrix_det_unitary` obtains the determinant from `hC`, writes out M† as `hH`, and checks the four entries `e1` to `e4` of M†M. `real_reflection` specialises `cross_overlap` to ℝ and reads the symmetry off the entries and obtains the other properties from c·c = 1 − s². In `order_dependence` the first branch is the determinant contradiction, the second reads s = 0 from the (0, 0) entry of M and the (0, 1) entry of the identity, and the third substitutes s = 0 into the closed forms. `real_reflection_witness` computes the norms and overlap of `uEx` = (1, 0) and `vEx` = (3/5, 4/5) and applies the real theorem with c = 4/5.
